# On a ring with a wavelength-independent, charge-conserving response, the Kerker preconditioner inverts the Coulomb dielectric matrix

In Kerker mixing, the long-wavelength part of the density residual is damped before the residual is added to the input density to form the input of the next self-consistency step. Consider a ring of n sites with a repulsive Coulomb kernel and a charge-conserving response that is the same at every nonzero wavenumber. This damping is then the exact inverse of the dielectric matrix, provided that it uses the same lattice wavenumber as the kernel, that the square of its screening wavenumber equals the interaction strength times the density of states per site, and that the uniform part of the residual is left undamped.

```lean
import Mathlib

open Matrix

namespace DiscreteKerker

noncomputable section

variable {n : ℕ} [NeZero n]

/-- The plane wave `exp (2πi q j / n)` on a ring of `n` sites. -/
def planeWave (q : ZMod n) : ZMod n → ℂ := fun j => ZMod.stdAddChar (q * j)

/-- The charge-conserving independent-particle response `X = -D (1 - J/n)`,
with `J` the all-ones matrix. -/
def response (n : ℕ) [NeZero n] (D : ℝ) : Matrix (ZMod n) (ZMod n) ℂ :=
  (-(D : ℂ)) • (1 - (n : ℂ)⁻¹ • Matrix.of fun _ _ => (1 : ℂ))

/-- The discrete Fourier transform `k_q` of an interaction kernel on the ring. -/
def kernelEigenvalue (κ : ZMod n → ℂ) (q : ZMod n) : ℂ :=
  ∑ r, κ r * ZMod.stdAddChar (-(q * r))

/-- The dielectric matrix `1 - X K` for the translation-invariant interaction
`K i j = κ (i - j)`. -/
def dielectric (D : ℝ) (κ : ZMod n → ℂ) : Matrix (ZMod n) (ZMod n) ℂ :=
  1 - response n D * Matrix.circulant κ

/-- The real-space kernel obtained from a spectrum `k` by the inverse Fourier transform. -/
def spectralKernel (k : ZMod n → ℂ) : ZMod n → ℂ :=
  fun r => (n : ℂ)⁻¹ * ∑ p, k p * ZMod.stdAddChar (p * r)

/-- The squared lattice wavenumber `2 - 2 cos (2π q / n)`. -/
def waveNumberSq (q : ZMod n) : ℝ := 2 - 2 * Real.cos (2 * Real.pi * q.val / n)

/-- The Coulomb spectrum of strength `c`: `c` over the squared lattice wavenumber for
`q ≠ 0`, and a freely chosen value `k₀` at `q = 0`. -/
def coulombSpectrum (c : ℝ) (k₀ : ℂ) (q : ZMod n) : ℂ :=
  if q = 0 then k₀ else (c : ℂ) / (waveNumberSq q : ℂ)

/-- The Kerker preconditioner: the circulant matrix with spectrum `λ_q / (λ_q + c D)` for
`q ≠ 0` and `1` for `q = 0`, where `λ_q` is the squared lattice wavenumber; its domain is
`λ_q + c D ≠ 0` for all `q ≠ 0`. -/
def kerkerPreconditioner (n : ℕ) [NeZero n] (c D : ℝ) : Matrix (ZMod n) (ZMod n) ℂ :=
  Matrix.circulant (spectralKernel fun q : ZMod n =>
    if q = 0 then 1 else ((waveNumberSq q / (waveNumberSq q + c * D) : ℝ) : ℂ))

/-- Orthogonality of plane waves: the phases sum to `n` at zero separation and
to zero otherwise. -/
theorem sum_phase (b : ZMod n) :
    ∑ q : ZMod n, ZMod.stdAddChar (q * b) = if b = 0 then (n : ℂ) else 0 := by
  have h := AddChar.sum_mulShift b (ZMod.isPrimitive_stdAddChar n)
  rw [h]
  by_cases hb : b = 0 <;> simp [hb, ZMod.card]

/-- A translation-invariant interaction multiplies the plane wave `q` by `k_q`. -/
theorem circulant_mulVec_planeWave (κ : ZMod n → ℂ) (q : ZMod n) :
    Matrix.circulant κ *ᵥ planeWave q = kernelEigenvalue κ q • planeWave q := by
  funext i
  simp only [Matrix.mulVec, dotProduct, Matrix.circulant_apply, planeWave,
    kernelEigenvalue, Pi.smul_apply, smul_eq_mul]
  rw [Finset.sum_mul]
  -- sum over the separation `i - j` instead of the site `j`
  refine Fintype.sum_equiv (Equiv.subLeft i) _ _ (fun j => ?_)
  have h : -(q * (i - j)) + q * i = q * j := by ring
  rw [Equiv.subLeft_apply, mul_assoc, ← AddChar.map_add_eq_mul, h]

/-- The kernel built from a spectrum `k` has exactly the plane-wave eigenvalues `k q`. -/
theorem kernelEigenvalue_spectralKernel (k : ZMod n → ℂ) (q : ZMod n) :
    kernelEigenvalue (spectralKernel k) q = k q := by
  have hn : (n : ℂ) ≠ 0 := Nat.cast_ne_zero.mpr (NeZero.ne n)
  calc kernelEigenvalue (spectralKernel k) q
      = ∑ r : ZMod n, ∑ p : ZMod n,
          (n : ℂ)⁻¹ * k p * ZMod.stdAddChar (r * (p - q)) := by
        refine Finset.sum_congr rfl (fun r _ => ?_)
        rw [spectralKernel, Finset.mul_sum, Finset.sum_mul]
        refine Finset.sum_congr rfl (fun p _ => ?_)
        have h : r * (p - q) = p * r + -(q * r) := by ring
        rw [h, AddChar.map_add_eq_mul]
        ring
    _ = ∑ p : ZMod n, (n : ℂ)⁻¹ * k p * (if p - q = 0 then (n : ℂ) else 0) := by
        rw [Finset.sum_comm]
        refine Finset.sum_congr rfl (fun p _ => ?_)
        rw [← Finset.mul_sum, sum_phase]
    _ = k q := by
        rw [Finset.sum_eq_single q]
        · rw [sub_self, if_pos rfl, mul_right_comm, inv_mul_cancel₀ hn, one_mul]
        · intro p _ hp
          rw [if_neg (sub_ne_zero.mpr hp), mul_zero]
        · intro h
          exact absurd (Finset.mem_univ q) h

/-- The response annihilates the uniform wave and multiplies every other plane wave
by `-D`. -/
theorem response_mulVec_planeWave (D : ℝ) (q : ZMod n) :
    response n D *ᵥ planeWave q = if q = 0 then 0 else (-(D : ℂ)) • planeWave q := by
  have hn : (n : ℂ) ≠ 0 := Nat.cast_ne_zero.mpr (NeZero.ne n)
  have hJ : (Matrix.of fun _ _ => (1 : ℂ) : Matrix (ZMod n) (ZMod n) ℂ) *ᵥ planeWave q
      = fun _ => if q = 0 then (n : ℂ) else 0 := by
    funext i
    simp only [Matrix.mulVec, dotProduct, Matrix.of_apply, one_mul, planeWave]
    rw [← sum_phase q]
    exact Finset.sum_congr rfl (fun j _ => by rw [mul_comm])
  rw [response, Matrix.smul_mulVec, Matrix.sub_mulVec, Matrix.one_mulVec,
    Matrix.smul_mulVec, hJ]
  by_cases hq : q = 0
  · funext i
    simp [planeWave, hq, hn]
  · funext i
    simp [hq]

/-- The dielectric matrix `1 - X K` leaves the uniform wave unchanged and multiplies each
plane wave `q ≠ 0` by `1 + D k_q`. -/
theorem dielectric_mulVec_planeWave (D : ℝ) (κ : ZMod n → ℂ) :
    dielectric D κ *ᵥ planeWave 0 = planeWave 0 ∧
    ∀ q : ZMod n, q ≠ 0 →
      dielectric D κ *ᵥ planeWave q = (1 + D * kernelEigenvalue κ q) • planeWave q := by
  have h (q : ZMod n) : dielectric D κ *ᵥ planeWave q = planeWave q -
      kernelEigenvalue κ q • (if q = 0 then 0 else (-(D : ℂ)) • planeWave q) := by
    rw [dielectric, Matrix.sub_mulVec, Matrix.one_mulVec, ← Matrix.mulVec_mulVec,
      circulant_mulVec_planeWave, Matrix.mulVec_smul, response_mulVec_planeWave]
  refine ⟨?_, fun q hq => ?_⟩
  · rw [h, if_pos rfl, smul_zero, sub_zero]
  · rw [h, if_neg hq]
    module

/-- Minus the lattice Laplacian multiplies the plane wave `q` by the squared lattice
wavenumber. -/
theorem laplacian_planeWave (q j : ZMod n) :
    2 * planeWave q j - planeWave q (j + 1) - planeWave q (j - 1)
      = (waveNumberSq q : ℂ) * planeWave q j := by
  have hq : (ZMod.stdAddChar q : ℂ)
      = Complex.exp (((2 * Real.pi * q.val / n : ℝ) : ℂ) * Complex.I) := by
    rw [ZMod.stdAddChar_apply, ZMod.toCircle_apply]
    congr 1
    push_cast
    ring
  have hc : 2 * ((Real.cos (2 * Real.pi * q.val / n) : ℝ) : ℂ)
      = ZMod.stdAddChar q + ZMod.stdAddChar (-q) := by
    rw [AddChar.map_neg_eq_inv, hq, ← Complex.exp_neg, Complex.ofReal_cos, Complex.cos,
      neg_mul]
    ring
  have h1 : q * (j + 1) = q * j + q := by ring
  have h2 : q * (j - 1) = q * j + -q := by ring
  simp only [planeWave, waveNumberSq]
  rw [h1, h2, AddChar.map_add_eq_mul, AddChar.map_add_eq_mul, Complex.ofReal_sub,
    Complex.ofReal_mul, Complex.ofReal_ofNat]
  linear_combination (ZMod.stdAddChar (q * j) : ℂ) * hc

/-- The squared lattice wavenumber is positive for every non-uniform plane wave. -/
theorem waveNumberSq_pos {q : ZMod n} (hq : q ≠ 0) : 0 < waveNumberSq q := by
  have hn : (0 : ℝ) < n := Nat.cast_pos.mpr (Nat.pos_of_ne_zero (NeZero.ne n))
  have hv : (0 : ℝ) < q.val :=
    Nat.cast_pos.mpr (Nat.pos_of_ne_zero (fun h => hq ((ZMod.val_eq_zero q).mp h)))
  have hlt : (q.val : ℝ) < n := Nat.cast_lt.mpr (ZMod.val_lt q)
  have hpi := Real.pi_pos
  -- the phase advance per site lies strictly between 0 and 2π
  have h0 : 0 < 2 * Real.pi * q.val / n := by positivity
  have h1 : 2 * Real.pi * q.val / n < 2 * Real.pi := by
    rw [div_lt_iff₀ hn]
    gcongr
  have hne : Real.cos (2 * Real.pi * q.val / n) ≠ 1 := fun h =>
    h0.ne' ((Real.cos_eq_one_iff_of_lt_of_lt (by linarith) h1).mp h)
  have hlt1 := lt_of_le_of_ne (Real.cos_le_one _) hne
  unfold waveNumberSq
  linarith

/-- For the Coulomb kernel the dielectric matrix multiplies each plane wave `q ≠ 0` by
`(λ_q + c D) / λ_q`, with `λ_q` the squared lattice wavenumber. -/
theorem dielectric_coulomb (c D : ℝ) (k₀ : ℂ) {q : ZMod n} (hq : q ≠ 0) :
    dielectric D (spectralKernel (coulombSpectrum c k₀)) *ᵥ planeWave q
      = (((waveNumberSq q + c * D) / waveNumberSq q : ℝ) : ℂ) • planeWave q := by
  have hw : (waveNumberSq q : ℂ) ≠ 0 := Complex.ofReal_ne_zero.mpr (waveNumberSq_pos hq).ne'
  rw [(dielectric_mulVec_planeWave D _).2 q hq, kernelEigenvalue_spectralKernel,
    coulombSpectrum, if_neg hq]
  congr 1
  push_cast
  rw [add_div, div_self hw]
  ring

/-- Two matrices that act identically on all plane waves are equal. -/
theorem eq_of_mulVec_planeWave {M N : Matrix (ZMod n) (ZMod n) ℂ}
    (h : ∀ q, M *ᵥ planeWave q = N *ᵥ planeWave q) : M = N := by
  have hn : (n : ℂ) ≠ 0 := Nat.cast_ne_zero.mpr (NeZero.ne n)
  -- Fourier inversion recovers each matrix entry
  have key (A : Matrix (ZMod n) (ZMod n) ℂ) (i j : ZMod n) :
      ∑ q : ZMod n, ZMod.stdAddChar (-(q * j)) * (A *ᵥ planeWave q) i = n * A i j := by
    calc ∑ q : ZMod n, ZMod.stdAddChar (-(q * j)) * (A *ᵥ planeWave q) i
        = ∑ q : ZMod n, ∑ l : ZMod n, A i l * ZMod.stdAddChar (q * (l - j)) := by
          refine Finset.sum_congr rfl (fun q _ => ?_)
          simp only [Matrix.mulVec, dotProduct, planeWave]
          rw [Finset.mul_sum]
          refine Finset.sum_congr rfl (fun l _ => ?_)
          have h : q * (l - j) = q * l + -(q * j) := by ring
          rw [h, AddChar.map_add_eq_mul]
          ring
      _ = ∑ l : ZMod n, A i l * (if l - j = 0 then (n : ℂ) else 0) := by
          rw [Finset.sum_comm]
          refine Finset.sum_congr rfl (fun l _ => ?_)
          rw [← Finset.mul_sum, sum_phase]
      _ = n * A i j := by
          rw [Finset.sum_eq_single j]
          · rw [sub_self, if_pos rfl, mul_comm]
          · intro l _ hl
            rw [if_neg (sub_ne_zero.mpr hl), mul_zero]
          · intro h
            exact absurd (Finset.mem_univ j) h
  ext i j
  apply mul_left_cancel₀ hn
  rw [← key M i j, ← key N i j]
  exact Finset.sum_congr rfl (fun q _ => by rw [h q])

/-- For nonnegative `c` and `D` the Kerker preconditioner is the exact inverse of the
Coulomb dielectric matrix, whatever value `k₀` the kernel has at `q = 0`. -/
theorem kerkerPreconditioner_mul_dielectric {c D : ℝ} (hc : 0 ≤ c) (hD : 0 ≤ D) (k₀ : ℂ) :
    kerkerPreconditioner n c D * dielectric D (spectralKernel (coulombSpectrum c k₀)) = 1 := by
  apply eq_of_mulVec_planeWave
  intro q
  rw [← Matrix.mulVec_mulVec, Matrix.one_mulVec]
  by_cases hq : q = 0
  · subst hq
    rw [(dielectric_mulVec_planeWave D _).1, kerkerPreconditioner,
      circulant_mulVec_planeWave, kernelEigenvalue_spectralKernel, if_pos rfl, one_smul]
  · have hw := waveNumberSq_pos hq
    have hs : 0 < waveNumberSq q + c * D := by positivity
    have h1 : (waveNumberSq q + c * D) / waveNumberSq q *
        (waveNumberSq q / (waveNumberSq q + c * D)) = 1 := by
      rw [div_mul_div_comm, mul_comm (waveNumberSq q + c * D)]
      exact div_self (mul_pos hw hs).ne'
    rw [dielectric_coulomb c D k₀ hq, Matrix.mulVec_smul, kerkerPreconditioner,
      circulant_mulVec_planeWave, kernelEigenvalue_spectralKernel, if_neg hq, smul_smul,
      ← Complex.ofReal_mul, h1, Complex.ofReal_one, one_smul]

end

end DiscreteKerker
```

```lean
#print axioms DiscreteKerker.laplacian_planeWave
-- 'DiscreteKerker.laplacian_planeWave' depends on axioms: [propext, Classical.choice, Quot.sound]
#print axioms DiscreteKerker.kerkerPreconditioner_mul_dielectric
-- 'DiscreteKerker.kerkerPreconditioner_mul_dielectric' depends on axioms: [propext, Classical.choice, Quot.sound]
```

## Density response, interaction and dielectric matrix

The sites are the elements of `ZMod n`, the integers modulo n, with n ≥ 1. The function `planeWave q` is

e_q(j) = exp(2πi q j/n).

It has norm √n. Dividing by √n normalises it and leaves all the factors below unchanged.

The matrix `response n D` is X = −D(1 − J/n), where J is the all-ones matrix. Applied to a change v of the potential, it gives the density change

δρ_i = −D(v_i − v̄), with v̄ the average of v over the ring.

The constant D stands for the density of states per site at the Fermi level. The average v̄ is the shift of the chemical potential that keeps the total charge fixed. Both the form of X and the value of D are postulated. In a real material the response depends on wavelength and, if the system is inhomogeneous, on position.

The interaction K has entries K_ij = κ(i − j), written `Matrix.circulant κ`, where κ may be any complex function on the ring. The dielectric matrix is ε = 1 − XK. It appears in self-consistency because an error δρ in the input density changes the output density by XKδρ to first order, so the residual, output minus input, is −εδρ. Adding ε⁻¹ times the residual to the input then removes the error within this linear model.

The theorem `dielectric_mulVec_planeWave` says that, for every real D and every κ, ε leaves e_0 unchanged and multiplies e_q by 1 + D k_q when q ≠ 0. Here k_q is `kernelEigenvalue κ q`, the Fourier transform of κ with a minus sign in the phase.

For the Coulomb kernel, `coulombSpectrum` sets k_q = c/λ_q when q ≠ 0, with

λ_q = 2 − 2cos(2πq/n).

The real constant c is the strength of the interaction in lattice units. For a charge ρ with zero total, the potential φ = Kρ solves the one-dimensional lattice Poisson equation −Δφ = cρ, where Δ is the lattice Laplacian. The charges therefore act like parallel charged planes, not like point charges with a 1/r potential. At q = 0 the kernel takes an arbitrary value k₀, which sets the average potential produced by a uniform charge. The theorem `kerkerPreconditioner_mul_dielectric` assumes c ≥ 0 and D ≥ 0, that is, a repulsive interaction and a nonnegative density of states. It states Pε = 1 for every k₀, where P is the circulant matrix with factors λ_q/(λ_q + cD) for q ≠ 0 and 1 for q = 0. The usual Kerker factor is G²/(G² + G₀²), with G the wavenumber and G₀ the screening wavenumber. Here λ_q takes the place of G², and cD that of G₀².

## The factors, wave by wave

Everything rests on one sum. For a fixed site difference b,

Σ_q exp(2πi q b/n) = n if b = 0, and 0 otherwise.

For b ≠ 0 this is a geometric series with ratio z = exp(2πi b/n) ≠ 1, and its value (zⁿ − 1)/(z − 1) vanishes because zⁿ = 1.

To apply K to a plane wave, replace the site j by the separation r = i − j:

(K e_q)(i) = Σ_j κ(i − j) e_q(j) = Σ_r κ(r) exp(−2πi q r/n) e_q(i) = k_q e_q(i).

The all-ones matrix gives (J e_q)(i) = Σ_j e_q(j), which is n for q = 0 and 0 otherwise. Hence

X e_0 = 0,
X e_q = −D e_q for q ≠ 0.

Combining the two actions,

ε e_q = e_q − k_q X e_q,

which is e_0 for q = 0 and (1 + D k_q) e_q for q ≠ 0. The value k_0 has dropped out, since X annihilates a uniform potential.

A kernel with a prescribed spectrum k_p is obtained from

κ(r) = (1/n) Σ_p k_p exp(2πi p r/n).

Its transform at q is

(1/n) Σ_p k_p Σ_r exp(2πi (p − q) r/n) = k_q,

because the inner sum leaves only p = q.

The numbers λ_q come from minus the lattice Laplacian. With θ = 2πq/n,

2e_q(j) − e_q(j+1) − e_q(j−1) = (2 − exp(iθ) − exp(−iθ)) e_q(j) = λ_q e_q(j).

For q = 1, …, n − 1 the angle θ lies strictly between 0 and 2π, so cos θ < 1 and λ_q > 0. The Coulomb factor of ε is therefore

1 + Dc/λ_q = (λ_q + cD)/λ_q.

If c and D are nonnegative, then λ_q + cD > 0, and the factor of P is the reciprocal. At q = 0 both factors are 1. Thus Pε e_q = e_q for every q.

It remains to pass from plane waves to matrices. For any matrix A,

Σ_q exp(−2πi q j/n) (A e_q)(i) = Σ_l A_il Σ_q exp(2πi q (l − j)/n) = n A_ij.

The action on plane waves thus fixes every entry, and Pε = 1.

## The uniform wave and the two-site ring

For Pε = 1 to hold, the formula λ_q/(λ_q + cD) cannot be used at q = 0. Since λ_0 = 0, it would give the factor 0 there when cD > 0, and Pε would then remove the uniform wave instead of being the identity. The definition `kerkerPreconditioner` therefore treats q = 0 separately. For a residual with zero total charge the two choices act alike.

For n = 1 there is only the uniform wave, X = 0, and both ε and P are 1. For n = 2 the other wave is (1, −1), or (1, −1)/√2 when normalised, and λ_1 = 4. The dielectric matrix multiplies it by 1 + cD/4, and P multiplies it by 4/(4 + cD).

On a long ring with cD > 0, the smallest nonzero λ_q is close to (2π/n)², so the largest factor of ε grows as n². Simple mixing adds a fixed fraction α > 0 of the residual to the input, which in this linear model multiplies the error in e_q by 1 − α(1 + cD/λ_q) for q ≠ 0. It therefore converges for every initial error only if α is smaller than 2 divided by the largest factor of ε. Above that bound the long-wavelength error overshoots and grows from step to step, which is called charge sloshing.

## How the Lean proof follows the sums

`sum_phase` is the orthogonality sum. It uses Mathlib's result for primitive additive characters in place of the geometric series.

`circulant_mulVec_planeWave` makes the substitution r = i − j through `Equiv.subLeft i`, then combines the phases with `AddChar.map_add_eq_mul`. `kernelEigenvalue_spectralKernel` exchanges the two sums with `Finset.sum_comm`, applies `sum_phase`, and keeps the single term p = q with `Finset.sum_eq_single`.

In `response_mulVec_planeWave`, the intermediate statement `hJ` computes J e_q, and the cases q = 0 and q ≠ 0 are then simplified separately. `dielectric_mulVec_planeWave` first derives the common formula e_q − k_q X e_q. For q ≠ 0, the tactic `module` collects the coefficients into 1 + D k_q.

`laplacian_planeWave` writes the cosine as half the sum of two opposite phases, and `linear_combination` finishes the identity. `waveNumberSq_pos` places the angle between 0 and 2π and excludes cos θ = 1. `dielectric_coulomb` inserts the Coulomb spectrum into the general theorem, using this positivity to divide by λ_q.

`eq_of_mulVec_planeWave` contains the Fourier inversion of matrix entries as `key`. The last theorem uses it to reduce Pε = 1 to one plane wave at a time. For q = 0 it multiplies 1 by 1. For q ≠ 0, `positivity` gives λ_q + cD > 0 from the two sign hypotheses, and `h1` shows that the two factors multiply to 1.
